# The square of a compactly supported reduced radial wave function is integrable

A reduced radial wave function is taken here to be a real, continuously differentiable function `u` on the real line, with compact support inside the open half-line r > 0. The failing declaration, `IsRadial.integrable_sq`, states that its density u² is integrable, so that the integral of u² is finite; `u` need not be normalised, and no value is claimed for the integral. The attempt argues directly that u² is continuous, as a power of a continuous function, and has compact support, as the composition of `u` with a squaring map that sends 0 to 0. A continuous function with compact support is integrable.

An attempt in Lean 4 with a fault in it:

```lean
import Mathlib

open MeasureTheory Set Filter

namespace IntegrableSq

noncomputable section

/-- A reduced radial wave function: real, continuously differentiable, and compactly
supported inside the open half-line `r > 0`. -/
structure IsRadial (u : ℝ → ℝ) : Prop where
  smooth : ContDiff ℝ 1 u
  compact : HasCompactSupport u
  away : tsupport u ⊆ Ioi 0

variable {u : ℝ → ℝ}

/-- The square of a continuous, compactly supported real function is integrable. -/
theorem integrable_sq_of_compact {f : ℝ → ℝ} (hf : Continuous f)
    (hs : HasCompactSupport f) : Integrable (fun r => f r ^ 2) := by
  have hc : Continuous (fun r => f r * f r) := hf.mul hf
  have hs2 : HasCompactSupport (fun r => f r * f r) := hs.mul_right
  refine (hc.integrable_of_hasCompactSupport hs2).congr (Eventually.of_forall fun r => ?_)
  show f r * f r = f r ^ 2
  ring

/-- The density `u²` of a reduced radial wave function is integrable. -/
theorem IsRadial.integrable_sq (h : IsRadial u) : Integrable (fun r => u r ^ 2) :=
  (h.smooth.continuous.pow 2).integrable_of_hasCompactSupport
    (h.compact.comp_left (g := fun x : ℝ => x ^ 2) (by simp))

end

end IntegrableSq
```

Messages:

```
Main.lean:27:0: error: (deterministic) timeout at `isDefEq`, maximum number of heartbeats (200000) has been reached

Note: Use `set_option maxHeartbeats <num>` to set the limit.

Hint: Additional diagnostic information may be available using the `set_option diagnostics true` command.
```

Diagnosis. The message says that Lean used up its allowance of 200000 heartbeats while testing whether two expressions are equal by definition. This does not make the statement false or the argument unsound; the check was simply not finished. The message is placed at the start of the declaration and does not say which comparison was costly. One that the old proof does require is between the composition of the squaring map with `u`, for which `comp_left` gives compact support, and the function `fun r => u r ^ 2` in the goal. The two agree on unfolding, but the message does not confirm that this is where the time went.

The repair drops the direct argument and applies the earlier lemma `integrable_sq_of_compact` to the continuity and compact support of `u`. With `f` taken to be `u`, its conclusion has the very form of the goal, so the composition no longer has to be matched with the square.

After these edits no error is left:

```diff
@@ -27,6 +27,5 @@
 /-- The density `u²` of a reduced radial wave function is integrable. -/
 theorem IsRadial.integrable_sq (h : IsRadial u) : Integrable (fun r => u r ^ 2) :=
-  (h.smooth.continuous.pow 2).integrable_of_hasCompactSupport
-    (h.compact.comp_left (g := fun x : ℝ => x ^ 2) (by simp))
+  integrable_sq_of_compact h.smooth.continuous h.compact
 
 end
```
